# A linear force does no work around any elliptic loop exactly when its matrix is symmetric

## Linear forces, loops and work

Let $n$ be a finite set that labels the coordinates, for instance the Cartesian components of all nuclear positions. A configuration is a real vector $x$ with one entry per label, written `n → ℝ` in Lean. The scalar product $\langle a,b\rangle=\sum_i a_i b_i$ is `a ⬝ᵥ b`, and the matrix-vector product $Mx$ is `M *ᵥ x`. The number of coordinates is arbitrary.

```lean
import Mathlib

open Real Matrix

namespace AsymmetricForceWork

noncomputable section

variable {n : Type*} [Fintype n]
```

The force is $F(x)=Mx$, with $M$ a real square matrix. Here $x$ is the displacement from a geometry at which the force vanishes, and $M$ is the Jacobian $M_{ij}=\partial F_i/\partial x_j$. If the force comes from a potential, $M$ is minus the Hessian, so a restoring force has negative diagonal entries.

```lean
/-- The linear force field `F(x) = M x` with Jacobian `M`. -/
def linearForce (M : Matrix n n ℝ) (x : n → ℝ) : n → ℝ := M *ᵥ x
```

The test paths are
$$\gamma(t)=\cos(t)\,u+\sin(t)\,v$$
for two fixed vectors $u$ and $v$. One turn takes the time $2\pi$. The path is an ellipse centred at the origin, which degenerates to a segment or a point if $u$ and $v$ are linearly dependent.

```lean
/-- The closed elliptic path `cos(t) u + sin(t) v`. -/
def loop (u v : n → ℝ) (t : ℝ) : n → ℝ := Real.cos t • u + Real.sin t • v
```

Work is the time integral of force times velocity,
$$W=\int_0^T \langle F(\gamma(t)),\dot\gamma(t)\rangle\,dt .$$
The definition uses the derivative of the path itself, `deriv γ t`, so the velocity is not a separate input that could be chosen inconsistently.

```lean
/-- The work done by the force `F` along the path `γ` from time `0` to time `T`:
the time integral of force times velocity. -/
def work (F : (n → ℝ) → n → ℝ) (γ : ℝ → n → ℝ) (T : ℝ) : ℝ :=
  ∫ t in (0 : ℝ)..T, F (γ t) ⬝ᵥ deriv γ t
```

The mass is set to one, which corresponds to mass-weighted coordinates. The kinetic energy of a velocity $v$ is then $\tfrac12\langle v,v\rangle$.

```lean
/-- The kinetic energy of a velocity vector at unit mass. -/
def kineticEnergy (v : n → ℝ) : ℝ := (v ⬝ᵥ v) / 2
```

Asymmetric Jacobians can arise in molecular dynamics with approximate forces. A quantum Monte Carlo force that omits some terms of the energy derivative need not be the gradient of any energy surface, and its Jacobian may then be asymmetric. The results below say what such an asymmetry does to the energy for a noise-free force that is linear in the displacement. That a particular force estimator has an asymmetric Jacobian is an assumption to be examined separately.

## The work of N turns

Differentiating the loop term by term gives
$$\dot\gamma(t)=-\sin(t)\,u+\cos(t)\,v .$$
In Lean, `HasDerivAt f f' t` says that $f$ is differentiable at $t$ with derivative $f'$.

```lean
/-- The velocity on the elliptic loop is `-sin(t) u + cos(t) v`. -/
theorem loop_velocity (u v : n → ℝ) (t : ℝ) :
    HasDerivAt (loop u v) (-Real.sin t • u + Real.cos t • v) t :=
  ((Real.hasDerivAt_cos t).smul_const u).fun_add ((Real.hasDerivAt_sin t).smul_const v)
```

The power is the scalar product of $M\gamma=\cos(t)\,Mu+\sin(t)\,Mv$ with this velocity. With
$$a=\langle v,Mu\rangle,\qquad b=\langle u,Mv\rangle,\qquad c=\langle v,Mv\rangle-\langle u,Mu\rangle$$
it expands to
$$a\cos^2 t-b\sin^2 t+c\,\sin t\cos t .$$
An antiderivative is
$$G(t)=a\,\frac{t+\sin t\cos t}{2}-b\,\frac{t-\sin t\cos t}{2}+c\,\frac{\sin^2 t}{2},$$
as one sees by differentiating and using $\sin^2 t+\cos^2 t=1$. After $N$ turns, at $T=2\pi N$, the sine is zero and only the terms linear in $t$ survive:
$$W=G(2\pi N)-G(0)=N\pi\,(\langle v,Mu\rangle-\langle u,Mv\rangle).$$

The Lean proof follows the same order. The step `hpow` is the expansion of the power, and the `generalize` lines introduce $a$, $b$ and $c$. The step `hG` verifies the antiderivative, with `linear_combination` supplying the multiple of $\sin^2 t+\cos^2 t=1$ that is needed, and `hs` says that the sine vanishes at the end point. The fundamental theorem of calculus then evaluates the integral.

```lean
/-- In `N` turns around the loop the force `M x` does the work
`N π (⟨v, M u⟩ - ⟨u, M v⟩)`. -/
theorem work_turns (M : Matrix n n ℝ) (u v : n → ℝ) (N : ℕ) :
    work (linearForce M) (loop u v) (N * (2 * π)) =
      N * (π * (v ⬝ᵥ M *ᵥ u - u ⬝ᵥ M *ᵥ v)) := by
  -- the power delivered at time `t`
  have hpow : ∀ t, linearForce M (loop u v t) ⬝ᵥ deriv (loop u v) t =
      (v ⬝ᵥ M *ᵥ u) * Real.cos t ^ 2 - (u ⬝ᵥ M *ᵥ v) * Real.sin t ^ 2 +
        (v ⬝ᵥ M *ᵥ v - u ⬝ᵥ M *ᵥ u) * (Real.sin t * Real.cos t) := by
    intro t
    rw [(loop_velocity u v t).deriv, dotProduct_comm]
    simp only [linearForce, loop, Matrix.mulVec_add, Matrix.mulVec_smul, add_dotProduct,
      dotProduct_add, smul_dotProduct, dotProduct_smul, smul_eq_mul]
    ring
  unfold work
  simp only [hpow]
  generalize v ⬝ᵥ M *ᵥ u = a
  generalize u ⬝ᵥ M *ᵥ v = b
  generalize v ⬝ᵥ M *ᵥ v - u ⬝ᵥ M *ᵥ u = c
  -- an explicit antiderivative of the power
  have hG : ∀ t : ℝ, HasDerivAt (fun s : ℝ =>
      a * ((s + Real.sin s * Real.cos s) / 2) - b * ((s - Real.sin s * Real.cos s) / 2) +
        c * (Real.sin s * Real.sin s / 2))
      (a * Real.cos t ^ 2 - b * Real.sin t ^ 2 + c * (Real.sin t * Real.cos t)) t := by
    intro t
    have hi := hasDerivAt_id' t
    have hsc := (Real.hasDerivAt_sin t).fun_mul (Real.hasDerivAt_cos t)
    have hss := (Real.hasDerivAt_sin t).fun_mul (Real.hasDerivAt_sin t)
    refine (((((hi.fun_add hsc).div_const 2).const_mul a).fun_sub
      (((hi.fun_sub hsc).div_const 2).const_mul b)).fun_add
      ((hss.div_const 2).const_mul c)).congr_deriv ?_
    linear_combination (b - a) / 2 * Real.sin_sq_add_cos_sq t
  have hs : Real.sin (N * (2 * π)) = 0 := by
    have h := Real.sin_nat_mul_pi (2 * N)
    push_cast at h
    rw [show (N : ℝ) * (2 * π) = 2 * N * π by ring]
    exact h
  rw [intervalIntegral.integral_eq_sub_of_hasDerivAt (fun t _ => hG t)
    (Continuous.intervalIntegrable (by fun_prop) _ _)]
  simp only [hs, Real.sin_zero]
  ring
```

## Vanishing work and symmetry

The work depends on $M$ only through the antisymmetric form $\langle v,Mu\rangle-\langle u,Mv\rangle$. Suppose that it vanishes for all $u$ and $v$. Choosing the unit vectors $u=e_i$ and $v=e_j$ gives
$$\langle e_j,Me_i\rangle-\langle e_i,Me_j\rangle=M_{ji}-M_{ij}=0,$$
so $M$ is symmetric. Conversely, if $M^{\mathsf T}=M$, then
$$\langle v,Mu\rangle=\langle M^{\mathsf T}v,u\rangle=\langle Mv,u\rangle=\langle u,Mv\rangle .$$
In the code, `Pi.single i 1` is the unit vector $e_i$, and `M.IsSymm` means $M^{\mathsf T}=M$.

```lean
/-- The form `⟨v, M u⟩ - ⟨u, M v⟩` vanishes for all `u`, `v` exactly when the
Jacobian `M` is symmetric. -/
theorem skew_form_zero_iff (M : Matrix n n ℝ) :
    (∀ u v : n → ℝ, v ⬝ᵥ M *ᵥ u - u ⬝ᵥ M *ᵥ v = 0) ↔ M.IsSymm := by
  classical
  constructor
  · intro h
    -- test on unit vectors
    refine Matrix.IsSymm.ext fun i j => ?_
    have h1 := h (Pi.single i 1) (Pi.single j 1)
    simp only [Matrix.mulVec_single_one, single_one_dotProduct, Matrix.col_apply] at h1
    linarith
  · intro h u v
    rw [Matrix.dotProduct_mulVec v M u, ← Matrix.mulVec_transpose, h.eq,
      dotProduct_comm, sub_self]
```

For $N=1$ the work is $\pi$ times this form. Since $\pi\neq0$, one vanishes exactly when the other does, and the criterion carries over to the work of a single turn.

```lean
/-- The work of one turn vanishes on every elliptic loop if and only if the Jacobian of the
linear force is symmetric. -/
theorem work_zero_iff_symmetric (M : Matrix n n ℝ) :
    (∀ u v : n → ℝ, work (linearForce M) (loop u v) (2 * π) = 0) ↔ M.IsSymm := by
  rw [← skew_form_zero_iff]
  refine forall_congr' fun u => forall_congr' fun v => ?_
  have h := work_turns M u v 1
  rw [Nat.cast_one, one_mul, one_mul] at h
  rw [h, mul_eq_zero, or_iff_right Real.pi_ne_zero]
```

If $M$ is not symmetric, some pair $u,v$ gives a nonzero value. Exchanging $u$ and $v$ reverses the sense of rotation and the sign of the work, so one of the two orientations gives a positive value $w=\langle v,Mu\rangle-\langle u,Mv\rangle$. For any energy $E$, every integer $N>E/(\pi w)$ satisfies $N\pi w>E$.

The Lean proof finds the positive orientation by contradiction. If the form were never positive, applying this to $(u,v)$ and to $(v,u)$ would make it zero everywhere, and $M$ would be symmetric. In the statement the loop is chosen before $E$, so the same loop serves for every energy.

```lean
/-- If the Jacobian is not symmetric, there is a loop on which the force does more work than
any given energy `E` after sufficiently many turns. -/
theorem unbounded_work (M : Matrix n n ℝ) (hM : ¬ M.IsSymm) :
    ∃ u v : n → ℝ, ∀ E : ℝ, ∃ N : ℕ,
      E < work (linearForce M) (loop u v) (N * (2 * π)) := by
  -- one of the two orientations gives positive work
  have hpos : ∃ u v : n → ℝ, 0 < v ⬝ᵥ M *ᵥ u - u ⬝ᵥ M *ᵥ v := by
    by_contra h
    have h' : ∀ u v : n → ℝ, v ⬝ᵥ M *ᵥ u - u ⬝ᵥ M *ᵥ v ≤ 0 :=
      fun u v => not_lt.1 fun hp => h ⟨u, v, hp⟩
    exact hM ((skew_form_zero_iff M).1 fun u v => by linarith [h' u v, h' v u])
  obtain ⟨u, v, huv⟩ := hpos
  refine ⟨u, v, fun E => ?_⟩
  obtain ⟨N, hN⟩ := exists_nat_gt (E / (π * (v ⬝ᵥ M *ᵥ u - u ⬝ᵥ M *ᵥ v)))
  refine ⟨N, ?_⟩
  rw [work_turns]
  exact (div_lt_iff₀ (mul_pos Real.pi_pos huv)).1 hN
```

## Energy balance along a Newtonian trajectory

So far the path was prescribed. A molecular dynamics trajectory instead obeys $\dot x=v$ and $\dot v=Mx$, where $v$ now denotes the velocity. Its energy balance needs the product rule
$$\frac{d}{dt}\langle f,g\rangle=\langle\dot f,g\rangle+\langle f,\dot g\rangle,$$
which follows from the product rule for each component.

```lean
/-- Product rule for the scalar product of two moving vectors. -/
theorem hasDerivAt_dot {f g : ℝ → n → ℝ} {f' g' : n → ℝ} {t : ℝ}
    (hf : HasDerivAt f f' t) (hg : HasDerivAt g g' t) :
    HasDerivAt (fun s => f s ⬝ᵥ g s) (f' ⬝ᵥ g t + f t ⬝ᵥ g') t := by
  simp only [dotProduct, ← Finset.sum_add_distrib]
  exact HasDerivAt.fun_sum fun i _ => (hasDerivAt_pi.1 hf i).fun_mul (hasDerivAt_pi.1 hg i)
```

Consider the energy
$$H=\tfrac12\langle v,v\rangle-\tfrac12\langle x,Mx\rangle .$$
The antisymmetric part of $M$ drops out of $\langle x,Mx\rangle$, so the second term is the potential energy of the symmetric part of the force. The kinetic term changes at the rate $\langle v,Mx\rangle$. The second term contributes $-\tfrac12(\langle v,Mx\rangle+\langle x,Mv\rangle)$, so that
$$\dot H=\tfrac12\big(\langle v,Mx\rangle-\langle x,Mv\rangle\big).$$
This is half the antisymmetric form found above, evaluated at the current position and velocity. For symmetric $M$ it is zero.

The derivation goes wrong if one differentiates $\tfrac12\langle x,Mx\rangle$ as $\langle v,Mx\rangle$. That rule holds for symmetric $M$; used for a general matrix, it cancels the kinetic term and makes energy appear to be conserved for every linear force.

The hypotheses `hx` and `hv` are the two equations of motion at the time $t$ considered. The auxiliary step `hMx` differentiates $Mx$ row by row, and the product rule does the rest.

```lean
/-- Along a trajectory of Newton's equation at unit mass with force `M x`, the energy
`v·v/2 - x·Mx/2` changes at the rate `(⟨v, M x⟩ - ⟨x, M v⟩)/2`. -/
theorem energy_rate (M : Matrix n n ℝ) {x v : ℝ → n → ℝ} {t : ℝ}
    (hx : HasDerivAt x (v t) t) (hv : HasDerivAt v (linearForce M (x t)) t) :
    HasDerivAt (fun s => kineticEnergy (v s) - (x s ⬝ᵥ M *ᵥ x s) / 2)
      ((v t ⬝ᵥ M *ᵥ x t - x t ⬝ᵥ M *ᵥ v t) / 2) t := by
  have hMx : HasDerivAt (fun s => M *ᵥ x s) (M *ᵥ v t) t := by
    refine hasDerivAt_pi.2 fun i => ?_
    have h := hasDerivAt_dot (hasDerivAt_const t (M i)) hx
    rw [zero_dotProduct, zero_add] at h
    exact h
  refine (((hasDerivAt_dot hv hv).div_const 2).fun_sub
    ((hasDerivAt_dot hx hMx).div_const 2)).congr_deriv ?_
  rw [linearForce, dotProduct_comm (M *ᵥ x t) (v t)]
  ring
```

## A restoring force that drives a growing spiral

An asymmetric matrix permits a nonzero $\dot H$, but this alone does not show that energy accumulates along a free trajectory. A planar example does. For real $p$ and $q$ take
$$M=\begin{pmatrix}p^2-q^2&-2pq\\2pq&p^2-q^2\end{pmatrix}.$$
If the plane is read as the complex numbers, this matrix is multiplication by $(p+iq)^2$.

```lean
/-- A planar force matrix with diagonal `p² - q²` and antisymmetric part `∓2pq`. -/
def swirl (p q : ℝ) : Matrix (Fin 2) (Fin 2) ℝ :=
  !![p ^ 2 - q ^ 2, -(2 * p * q); 2 * p * q, p ^ 2 - q ^ 2]
```

The candidate trajectory is $z(t)=e^{(p+iq)t}$, or in components
$$x(t)=e^{pt}(\cos qt,\ \sin qt).$$

```lean
/-- The spiral path `exp(pt) (cos qt, sin qt)`. -/
def spiral (p q t : ℝ) : Fin 2 → ℝ :=
  ![Real.exp (p * t) * Real.cos (q * t), Real.exp (p * t) * Real.sin (q * t)]
```

Its velocity is $\dot z=(p+iq)z$, which in components reads
$$\dot x(t)=e^{pt}(p\cos qt-q\sin qt,\ q\cos qt+p\sin qt).$$

```lean
/-- The vector `exp(pt) (p cos qt - q sin qt, q cos qt + p sin qt)`. -/
def spiralVelocity (p q t : ℝ) : Fin 2 → ℝ :=
  ![Real.exp (p * t) * (p * Real.cos (q * t) - q * Real.sin (q * t)),
    Real.exp (p * t) * (q * Real.cos (q * t) + p * Real.sin (q * t))]
```

A second differentiation gives $\ddot z=(p+iq)^2z$, which is Newton's equation $\ddot x=Mx$. Since $|\dot z|^2=(p^2+q^2)e^{2pt}$, the kinetic energy is
$$\tfrac12(p^2+q^2)\,e^{2pt}.$$

The theorem states three things for all real $p$, $q$ and $t$: `spiralVelocity` is the derivative of `spiral`, the derivative of `spiralVelocity` is the force at the current position, and the kinetic energy has the value above. The proof works with real components. The first four bullets differentiate two components of the position and two of the velocity, and the last one combines $e^{2pt}=e^{pt}e^{pt}$ with $\sin^2 qt+\cos^2 qt=1$.

```lean
/-- The spiral solves Newton's equation at unit mass for the force matrix `swirl p q`, and its
kinetic energy is `(p² + q²)/2 · exp(2pt)`. -/
theorem spiral_dynamics (p q t : ℝ) :
    HasDerivAt (spiral p q) (spiralVelocity p q t) t ∧
    HasDerivAt (spiralVelocity p q) (linearForce (swirl p q) (spiral p q t)) t ∧
    kineticEnergy (spiralVelocity p q t) = (p ^ 2 + q ^ 2) / 2 * Real.exp (2 * p * t) := by
  have he := ((hasDerivAt_id' t).const_mul p).exp
  have hc := ((hasDerivAt_id' t).const_mul q).cos
  have hs := ((hasDerivAt_id' t).const_mul q).sin
  refine ⟨hasDerivAt_pi.2 (Fin.forall_fin_two.2 ⟨?_, ?_⟩),
    hasDerivAt_pi.2 (Fin.forall_fin_two.2 ⟨?_, ?_⟩), ?_⟩
  · refine (he.fun_mul hc).congr_deriv ?_
    simp only [spiralVelocity, Matrix.cons_val_zero]
    ring
  · refine (he.fun_mul hs).congr_deriv ?_
    simp only [spiralVelocity, Matrix.cons_val_one, Matrix.cons_val_zero]
    ring
  · refine (he.fun_mul ((hc.const_mul p).fun_sub (hs.const_mul q))).congr_deriv ?_
    simp [linearForce, swirl, spiral, Matrix.mulVec, dotProduct, Fin.sum_univ_two]
    ring
  · refine (he.fun_mul ((hc.const_mul q).fun_add (hs.const_mul p))).congr_deriv ?_
    simp [linearForce, swirl, spiral, Matrix.mulVec, dotProduct, Fin.sum_univ_two]
    ring
  · have h2 : Real.exp (2 * p * t) = Real.exp (p * t) * Real.exp (p * t) := by
      rw [← Real.exp_add]
      ring_nf
    simp only [kineticEnergy, spiralVelocity, dotProduct, Fin.sum_univ_two,
      Matrix.cons_val_zero, Matrix.cons_val_one, h2]
    linear_combination (p ^ 2 + q ^ 2) / 2 * Real.exp (p * t) ^ 2 *
      Real.sin_sq_add_cos_sq (q * t)
```

The two off-diagonal entries are equal only if $2pq=-2pq$, that is, if $pq=0$. The matrix is therefore asymmetric whenever $p$ and $q$ are both nonzero. For $0<p<q$ the diagonal entries are negative, so the symmetric part of the force pulls the particle back to the origin, and yet the kinetic energy grows exponentially along the spiral. Asymmetry alone does not force such growth: for the matrix with rows $(-1,1)$ and $(0,-4)$, every trajectory is a superposition of oscillations with angular frequencies $1$ and $2$ and stays bounded.

```lean
/-- The force matrix `swirl p q` is asymmetric whenever `p` and `q` are both nonzero. -/
theorem swirl_not_symmetric {p q : ℝ} (hp : p ≠ 0) (hq : q ≠ 0) :
    ¬ (swirl p q).IsSymm := by
  intro h
  have h1 : 2 * p * q = -(2 * p * q) := h.apply 0 1
  exact mul_ne_zero hp hq (by linarith)

end

end AsymmetricForceWork
```

```lean
#print axioms AsymmetricForceWork.work_zero_iff_symmetric
-- 'AsymmetricForceWork.work_zero_iff_symmetric' depends on axioms: [propext, Classical.choice, Quot.sound]
#print axioms AsymmetricForceWork.energy_rate
-- 'AsymmetricForceWork.energy_rate' depends on axioms: [propext, Classical.choice, Quot.sound]
#print axioms AsymmetricForceWork.spiral_dynamics
-- 'AsymmetricForceWork.spiral_dynamics' depends on axioms: [propext, Classical.choice, Quot.sound]
#print axioms AsymmetricForceWork.swirl_not_symmetric
-- 'AsymmetricForceWork.swirl_not_symmetric' depends on axioms: [propext, Classical.choice, Quot.sound]
```

## Numbers for p = 1 and q = 2

The matrix is
$$M=\begin{pmatrix}-3&-4\\4&-3\end{pmatrix}.$$
Take the unit circle, with $u=(1,0)$ and $v=(0,1)$. Then $\langle v,Mu\rangle=4$ and $\langle u,Mv\rangle=-4$, so one counterclockwise turn yields the work $8\pi\approx25.1$. A direct check agrees: the diagonal part of the force is radial and does no work, while the rest has tangential component $4$ along a circumference of $2\pi$.

The spiral starts at $x=(1,0)$ with velocity $\dot x=(1,2)$ and kinetic energy $\tfrac52$. There $Mx=(-3,4)$ and $M\dot x=(-11,-2)$, hence
$$H=\tfrac52+\tfrac32=4,\qquad \dot H=\tfrac12\big(5-(-11)\big)=8 .$$
At $t=1$ the kinetic energy has risen to $\tfrac52e^2\approx18.5$.
